# For κ = 1 and 0 < v < 1, all solutions of the leading Dirac–Coulomb radial equations are square integrable at the nucleus exactly when v > √3/2

Let 0 < v < 1. For κ = 1 the leading radial equations at small r are

r f′ = −f + v g,  r g′ = g − v f

If v > √3/2, all their real solutions (f, g) on 0 < r < 1 are square integrable; if v ≤ √3/2, some are not. Above v = √3/2, square integrability no longer selects a boundary condition at the point nucleus in this one-electron model, which keeps only the leading terms at small r.

## Equations, density and trial functions

For a general Dirac angular quantum number κ the equations are

r f′ = −κ f + v g,  r g′ = κ g − v f.

Here v is the strength of the attractive Coulomb potential −v/r in units ħ = c = 1, so v = Zα for nuclear charge Z and fine-structure constant α. The mass and energy terms, which carry an extra factor r, have been dropped. The functions f and g are the radial components multiplied by r, so the density f² + g² is integrated with dr alone.

```lean
import Mathlib

open MeasureTheory Set

namespace DiracCoulombLimitCircle

noncomputable section
```

`IsRadialSolution κ v f g` requires both equations at every point of (0,1). It asks for differentiability separately, because Lean's `deriv` is 0 where no derivative exists. Both κ and v are real numbers; physical κ are the nonzero integers.

```lean
/-- The leading Dirac-Coulomb radial equations `r f' = -κ f + v g` and `r g' = κ g - v f`
on the interval `0 < r < 1`. -/
def IsRadialSolution (κ v : ℝ) (f g : ℝ → ℝ) : Prop :=
  ∀ r ∈ Ioo (0 : ℝ) 1, DifferentiableAt ℝ f r ∧ DifferentiableAt ℝ g r ∧
    r * deriv f r = -κ * f r + v * g r ∧ r * deriv g r = κ * g r - v * f r
```

`SquareIntegrable` says that the density has a finite integral on (0,1). The upper limit 1 is only a choice of length unit.

```lean
/-- The radial density `f² + g²` is integrable on `0 < r < 1`. -/
def SquareIntegrable (f g : ℝ → ℝ) : Prop :=
  IntegrableOn (fun r => f r ^ 2 + g r ^ 2) (Ioo (0 : ℝ) 1)
```

With real amplitudes a, b and a real exponent s, define the trial functions

U(r) = a(κ+v−s) r^s + b(κ+v+s) r^(−s),
L(r) = a(κ+v+s) r^s + b(κ+v−s) r^(−s).

In Lean these are `upper` and `lower`.

```lean
/-- First component of the superposition of a mode `r^s` with amplitude `a` and a mode
`r^(-s)` with amplitude `b`, for `r > 0`. -/
def upper (κ v s a b r : ℝ) : ℝ :=
  a * (κ + v - s) * r ^ s + b * (κ + v + s) * r ^ (-s)

/-- Second component of the same superposition, for `r > 0`. -/
def lower (κ v s a b r : ℝ) : ℝ :=
  a * (κ + v + s) * r ^ s + b * (κ + v - s) * r ^ (-s)
```

## (a) A single scaling equation

Let r y′ = t y on (0,1) for a real number t. Show that, for some constant c,

y(r) = c r^t.

**Solution.** Differentiate the quotient of y by the power:

(y r^(−t))′ = r^(−t−1) (r y′ − t y) = 0.

A function with zero derivative on an interval is constant, so y r^(−t) = c.

In the code `hd` is this derivative, and the constant is read off at r = 1/2. The tactic `linear_combination`, here and below, checks an identity as a stated combination of known equations.

```lean
/-- A function with `r y' = t y` on `0 < r < 1` is a multiple of the power `r^t` there. -/
theorem power_law {y : ℝ → ℝ} {t : ℝ}
    (h : ∀ r ∈ Ioo (0 : ℝ) 1, DifferentiableAt ℝ y r ∧ r * deriv y r = t * y r) :
    ∃ c : ℝ, ∀ r ∈ Ioo (0 : ℝ) 1, y r = c * r ^ t := by
  -- the quotient of `y` by the power has zero derivative
  have hd : ∀ r ∈ Ioo (0 : ℝ) 1, HasDerivAt (fun x => y x * x ^ (-t)) 0 r := by
    intro r hr
    obtain ⟨h1, h2⟩ := h r hr
    have hp : r ^ (-t - 1) * r = r ^ (-t) := by
      rw [← Real.rpow_add_one hr.1.ne', sub_add_cancel]
    refine (h1.hasDerivAt.fun_mul
      (Real.hasDerivAt_rpow_const (p := -t) (Or.inl hr.1.ne'))).congr_deriv ?_
    linear_combination r ^ (-t - 1) * h2 - deriv y r * hp
  have hD : DifferentiableOn ℝ (fun x => y x * x ^ (-t)) (Ioo (0 : ℝ) 1) :=
    fun x hx => (hd x hx).differentiableAt.differentiableWithinAt
  have hm : (1 / 2 : ℝ) ∈ Ioo (0 : ℝ) 1 := ⟨by norm_num, by norm_num⟩
  refine ⟨y (1 / 2) * (1 / 2 : ℝ) ^ (-t), fun r hr => ?_⟩
  have hc := isOpen_Ioo.is_const_of_deriv_eq_zero isPreconnected_Ioo hD
    (fun x hx => (hd x hx).deriv) hr hm
  beta_reduce at hc
  have h1 : r ^ (-t) * r ^ t = 1 := by
    rw [← Real.rpow_add hr.1, neg_add_cancel, Real.rpow_zero]
  linear_combination r ^ t * hc - y r * h1
```

## (b) Decoupling the components

Let t² = κ² − v². Show that every solution satisfies, for some constant c,

(κ+v−t) f − (κ+v+t) g = c r^t.

**Solution.** Call the left side y. The radial equations give

r y′ = [−κ(κ+v−t) + v(κ+v+t)] f + [v(κ+v−t) − κ(κ+v+t)] g.

The first bracket is −(κ²−v²) + t(κ+v) = t(κ+v−t). The second is −(κ²−v²) − t(κ+v) = −t(κ+v+t). Hence r y′ = t y, and (a) applies. The last `linear_combination` is this computation, with `ht` supplying t² = κ² − v².

```lean
/-- If `t² = κ² - v²`, the combination `(κ+v-t) f - (κ+v+t) g` of the components of any
solution is a multiple of `r^t`. -/
theorem decoupled_combination {κ v t : ℝ} {f g : ℝ → ℝ} (ht : t ^ 2 = κ ^ 2 - v ^ 2)
    (h : IsRadialSolution κ v f g) :
    ∃ c : ℝ, ∀ r ∈ Ioo (0 : ℝ) 1,
      (κ + v - t) * f r - (κ + v + t) * g r = c * r ^ t := by
  refine power_law (y := fun r => (κ + v - t) * f r - (κ + v + t) * g r) (fun r hr => ?_)
  obtain ⟨hf, hg, ef, eg⟩ := h r hr
  have hd : HasDerivAt (fun r => (κ + v - t) * f r - (κ + v + t) * g r)
      ((κ + v - t) * deriv f r - (κ + v + t) * deriv g r) r :=
    (hf.hasDerivAt.const_mul _).fun_sub (hg.hasDerivAt.const_mul _)
  refine ⟨hd.differentiableAt, ?_⟩
  rw [hd.deriv]
  linear_combination (κ + v - t) * ef - (κ + v + t) * eg + (f r + g r) * ht
```

## (c) Checking the trial functions

Show that (U, L) solves the radial equations for all a and b whenever

s² = κ² − v².

**Solution.** For the r^s terms, the two equations require

−κ(κ+v−s) + v(κ+v+s) = s(κ+v−s),
κ(κ+v+s) − v(κ+v−s) = s(κ+v+s).

Both are the bracket identities of (b) with t = s. Replacing s by −s gives the r^(−s) terms, and linearity gives the sum. In Lean, `hf` and `hg` are the derivatives of U and L, and the two closing bullets verify the two equations.

```lean
/-- If `s² = κ² - v²`, every superposition of the modes `r^s` and `r^(-s)` solves the
radial equations. -/
theorem modes_solve {κ v s : ℝ} (hs2 : s ^ 2 = κ ^ 2 - v ^ 2) (a b : ℝ) :
    IsRadialSolution κ v (upper κ v s a b) (lower κ v s a b) := by
  intro r hr
  have h1 := Real.hasDerivAt_rpow_const (x := r) (p := s) (Or.inl hr.1.ne')
  have h2 := Real.hasDerivAt_rpow_const (x := r) (p := -s) (Or.inl hr.1.ne')
  have e1 : r ^ (s - 1) * r = r ^ s := by
    rw [← Real.rpow_add_one hr.1.ne', sub_add_cancel]
  have e2 : r ^ (-s - 1) * r = r ^ (-s) := by
    rw [← Real.rpow_add_one hr.1.ne', sub_add_cancel]
  have hf : HasDerivAt (upper κ v s a b) (a * (κ + v - s) * (s * r ^ (s - 1))
      + b * (κ + v + s) * (-s * r ^ (-s - 1))) r :=
    (h1.const_mul _).fun_add (h2.const_mul _)
  have hg : HasDerivAt (lower κ v s a b) (a * (κ + v + s) * (s * r ^ (s - 1))
      + b * (κ + v - s) * (-s * r ^ (-s - 1))) r :=
    (h1.const_mul _).fun_add (h2.const_mul _)
  refine ⟨hf.differentiableAt, hg.differentiableAt, ?_, ?_⟩
  · rw [hf.deriv]
    unfold upper lower
    linear_combination a * (κ + v - s) * s * e1 - b * (κ + v + s) * s * e2
      - (a * r ^ s + b * r ^ (-s)) * hs2
  · rw [hg.deriv]
    unfold upper lower
    linear_combination a * (κ + v + s) * s * e1 - b * (κ + v - s) * s * e2
      + (a * r ^ s + b * r ^ (-s)) * hs2
```

## (d) The general solution

Let s > 0 and s² = κ² − v². Show that every solution has the form, for some a and b,

f = U,  g = L on (0,1).

**Solution.** Use (b) with t = s and t = −s:

(κ+v−s) f − (κ+v+s) g = c r^s,
(κ+v+s) f − (κ+v−s) g = d r^(−s).

The determinant of this linear system is 4s(κ+v). It is nonzero, since (κ−v)(κ+v) = s² > 0. Solving for f and g gives U and L with

a = −c / [4s(κ+v)],  b = d / [4s(κ+v)].

The number `k` in the proof is the inverse determinant.

```lean
/-- If `s > 0` and `s² = κ² - v²`, every solution is a superposition of the modes `r^s`
and `r^(-s)`. -/
theorem general_solution {κ v s : ℝ} {f g : ℝ → ℝ} (hs : 0 < s)
    (hs2 : s ^ 2 = κ ^ 2 - v ^ 2) (h : IsRadialSolution κ v f g) :
    ∃ a b : ℝ, ∀ r ∈ Ioo (0 : ℝ) 1,
      f r = upper κ v s a b r ∧ g r = lower κ v s a b r := by
  have hp : κ + v ≠ 0 := by
    intro h0
    have h1 : s ^ 2 = 0 := by linear_combination hs2 + (κ - v) * h0
    exact (pow_pos hs 2).ne' h1
  obtain ⟨k, hk⟩ : ∃ k : ℝ, k * (4 * s * (κ + v)) = 1 :=
    ⟨_, inv_mul_cancel₀ (mul_ne_zero (mul_ne_zero (by norm_num) hs.ne') hp)⟩
  -- the two decoupled combinations determine `f` and `g`
  obtain ⟨c, hc⟩ := decoupled_combination hs2 h
  obtain ⟨d, hd⟩ := decoupled_combination (t := -s) (by rw [neg_sq]; exact hs2) h
  refine ⟨-(c * k), d * k, fun r hr => ⟨?_, ?_⟩⟩
  · unfold upper
    linear_combination -(f r) * hk - k * (κ + v - s) * hc r hr + k * (κ + v + s) * hd r hr
  · unfold lower
    linear_combination -(g r) * hk - k * (κ + v + s) * hc r hr + k * (κ + v - s) * hd r hr
```

## (e) Which superpositions are square integrable

Let s > 0. Show that (U, L) is square integrable if and only if

b = 0 or s < 1/2.

**Solution.** Since r^s r^(−s) = 1, the density is

U² + L² = 2a²[(κ+v)²+s²] r^(2s) + 4ab[(κ+v)²−s²] + 2b²[(κ+v)²+s²] r^(−2s).

The first two terms are integrable. The coefficient of the last is positive unless b = 0, and ∫₀¹ r^q dr is finite exactly for q > −1. So for b ≠ 0 the condition is −2s > −1.

In Lean, `hsplit` is the expansion and `hreg` the integrable part. For the forward direction the proof subtracts `hreg` and divides by the coefficient, leaving the bare power.

```lean
/-- For `s > 0`, a superposition of the two modes is square integrable at the nucleus exactly
when the amplitude `b` of `r^(-s)` vanishes or `s < 1/2`. -/
theorem modes_squareIntegrable_iff {κ v s : ℝ} (hs : 0 < s) (a b : ℝ) :
    SquareIntegrable (upper κ v s a b) (lower κ v s a b) ↔ b = 0 ∨ s < 1 / 2 := by
  have hrp : ∀ q : ℝ, IntegrableOn (fun r : ℝ => r ^ q) (Ioo (0 : ℝ) 1) ↔ -1 < q :=
    fun q => intervalIntegral.integrableOn_Ioo_rpow_iff one_pos
  have hconst : IntegrableOn (fun _ : ℝ => 4 * a * b * ((κ + v) ^ 2 - s ^ 2))
      (Ioo (0 : ℝ) 1) :=
    (continuous_const.integrableOn_Icc).mono_set Ioo_subset_Icc_self
  have hreg : IntegrableOn (fun r : ℝ => 2 * a ^ 2 * ((κ + v) ^ 2 + s ^ 2) * r ^ (2 * s)
      + 4 * a * b * ((κ + v) ^ 2 - s ^ 2)) (Ioo (0 : ℝ) 1) :=
    Integrable.add (Integrable.const_mul ((hrp (2 * s)).2 (by linarith)) _) hconst
  -- the density is an integrable part plus a multiple of `r^(-2s)`
  have hsplit : SquareIntegrable (upper κ v s a b) (lower κ v s a b) ↔
      IntegrableOn (fun r : ℝ => (2 * a ^ 2 * ((κ + v) ^ 2 + s ^ 2) * r ^ (2 * s)
        + 4 * a * b * ((κ + v) ^ 2 - s ^ 2))
        + 2 * b ^ 2 * ((κ + v) ^ 2 + s ^ 2) * r ^ (-(2 * s))) (Ioo (0 : ℝ) 1) := by
    unfold SquareIntegrable
    refine integrableOn_congr_fun (fun r hr => ?_) measurableSet_Ioo
    have e1 : r ^ (2 * s) = (r ^ s) ^ 2 := by rw [two_mul, Real.rpow_add hr.1, sq]
    have e2 : r ^ (-(2 * s)) = (r ^ (-s)) ^ 2 := by
      rw [show -(2 * s) = -s + -s by ring, Real.rpow_add hr.1, sq]
    have e3 : r ^ s * r ^ (-s) = 1 := by
      rw [← Real.rpow_add hr.1, add_neg_cancel, Real.rpow_zero]
    simp only [upper, lower]
    rw [e1, e2]
    linear_combination 4 * a * b * ((κ + v) ^ 2 - s ^ 2) * e3
  rw [hsplit]
  constructor
  · intro h
    by_cases hb : b = 0
    · exact Or.inl hb
    · right
      have hC : 2 * b ^ 2 * ((κ + v) ^ 2 + s ^ 2) ≠ 0 := by positivity
      have h3 : IntegrableOn (fun r : ℝ => r ^ (-(2 * s))) (Ioo (0 : ℝ) 1) := by
        refine IntegrableOn.congr_fun (Integrable.const_mul (Integrable.sub h hreg)
          (2 * b ^ 2 * ((κ + v) ^ 2 + s ^ 2))⁻¹) (fun r _ => ?_) measurableSet_Ioo
        simp only [Pi.sub_apply, add_sub_cancel_left]
        exact inv_mul_cancel_left₀ hC _
      have h4 := (hrp _).1 h3
      linarith
  · rintro (hb | hs')
    · exact IntegrableOn.congr_fun hreg (fun r _ => by simp [hb]) measurableSet_Ioo
    · exact Integrable.add hreg (Integrable.const_mul ((hrp (-(2 * s))).2 (by linarith)) _)
```

## (f) Only values on the interval matter

Let f = F and g = G on (0,1). Show that

(f, g) is square integrable ⇔ (F, G) is square integrable.

**Solution.** The two densities agree at every point of the integration range. This is needed because Lean's functions are defined on all of ℝ, while (d) identifies them only on (0,1).

```lean
/-- Square integrability on `0 < r < 1` depends only on the values of the components there. -/
theorem squareIntegrable_congr {f g F G : ℝ → ℝ}
    (h : ∀ r ∈ Ioo (0 : ℝ) 1, f r = F r ∧ g r = G r) :
    SquareIntegrable f g ↔ SquareIntegrable F G := by
  unfold SquareIntegrable
  refine integrableOn_congr_fun (fun r hr => ?_) measurableSet_Ioo
  simp only [(h r hr).1, (h r hr).2]
```

## (g) The threshold for general κ

Let v² < κ². Show that all solutions are square integrable if and only if

κ² − v² < 1/4.

**Solution.** Put s = √(κ²−v²) > 0. If all solutions are square integrable, so is the one with a = 0, b = 1, which exists by (c); then (e) forces s < 1/2. Conversely, if s < 1/2, every solution is a superposition by (d) and is square integrable by (e) and (f). Squaring turns s < 1/2 into the stated condition, a step done by `nlinarith`.

```lean
/-- For `v² < κ²`, all solutions of the radial equations are square integrable at the nucleus
if and only if `κ² - v² < 1/4`. -/
theorem limit_circle_iff {κ v : ℝ} (hv : v ^ 2 < κ ^ 2) :
    (∀ f g : ℝ → ℝ, IsRadialSolution κ v f g → SquareIntegrable f g) ↔
      κ ^ 2 - v ^ 2 < 1 / 4 := by
  obtain ⟨s, hs, hs2⟩ : ∃ s : ℝ, 0 < s ∧ s ^ 2 = κ ^ 2 - v ^ 2 :=
    ⟨√(κ ^ 2 - v ^ 2), Real.sqrt_pos.2 (by linarith), Real.sq_sqrt (by linarith)⟩
  constructor
  · intro h
    -- test on the purely singular mode
    rcases (modes_squareIntegrable_iff hs 0 1).1 (h _ _ (modes_solve hs2 0 1)) with h1 | h1
    · exact absurd h1 one_ne_zero
    · nlinarith
  · intro h f g hfg
    obtain ⟨a, b, hab⟩ := general_solution hs hs2 hfg
    exact (squareIntegrable_congr hab).2
      ((modes_squareIntegrable_iff hs a b).2 (Or.inr (by nlinarith)))
```

## (h) The case κ = 1

Let 0 < v < 1. Show that all solutions with κ = 1 are square integrable if and only if

v > √3/2.

**Solution.** By (g) the condition is 1 − v² < 1/4, or v² > 3/4. Since v > 0, take the square root. Only κ² enters (g), so κ = −1 has the same threshold.

This is the limit-circle condition for the truncated equations; carrying it over to the full Dirac operator, with mass and energy restored, takes a further argument.

```lean
/-- For `κ = 1` and `0 < v < 1`, all solutions are square integrable at the nucleus if and
only if `v > √3/2`. -/
theorem coulomb_threshold {v : ℝ} (h0 : 0 < v) (h1 : v < 1) :
    (∀ f g : ℝ → ℝ, IsRadialSolution 1 v f g → SquareIntegrable f g) ↔ √3 / 2 < v := by
  rw [limit_circle_iff (by nlinarith)]
  have h3 : √3 ^ 2 = (3 : ℝ) := Real.sq_sqrt (by norm_num)
  have h4 : 0 ≤ √(3 : ℝ) := Real.sqrt_nonneg 3
  constructor
  · intro h
    by_contra hn
    have hn' : v ≤ √3 / 2 := not_lt.1 hn
    nlinarith
  · intro h
    nlinarith
```

## (i) At or below the threshold

Let s ≥ 1/2 and s² = κ² − v². Show that a solution is square integrable if and only if, for some a,

f = a(κ+v−s) r^s,  g = a(κ+v+s) r^s on (0,1).

**Solution.** Write the solution as (U, L) by (d). As s < 1/2 is excluded, (e) leaves only b = 0, and conversely b = 0 suffices. This is the limit-point case. It includes s = 1/2, where the singular density behaves as 1/r and its integral diverges logarithmically.

```lean
/-- If `s ≥ 1/2` and `s² = κ² - v²`, a solution is square integrable at the nucleus exactly
when it is a pure `r^s` mode. -/
theorem limit_point {κ v s : ℝ} {f g : ℝ → ℝ} (hs : 1 / 2 ≤ s)
    (hs2 : s ^ 2 = κ ^ 2 - v ^ 2) (h : IsRadialSolution κ v f g) :
    SquareIntegrable f g ↔ ∃ a : ℝ, ∀ r ∈ Ioo (0 : ℝ) 1,
      f r = a * (κ + v - s) * r ^ s ∧ g r = a * (κ + v + s) * r ^ s := by
  have hs0 : 0 < s := by linarith
  constructor
  · intro hi
    obtain ⟨a, b, hab⟩ := general_solution hs0 hs2 h
    rcases (modes_squareIntegrable_iff hs0 a b).1 ((squareIntegrable_congr hab).1 hi)
      with hb | hb
    · refine ⟨a, fun r hr => ?_⟩
      simpa [upper, lower, hb] using hab r hr
    · linarith
  · rintro ⟨a, ha⟩
    have hab : ∀ r ∈ Ioo (0 : ℝ) 1, f r = upper κ v s a 0 r ∧ g r = lower κ v s a 0 r := by
      intro r hr
      simpa [upper, lower] using ha r hr
    exact (squareIntegrable_congr hab).2 ((modes_squareIntegrable_iff hs0 a 0).2 (Or.inl rfl))

end

end DiracCoulombLimitCircle
```

```lean
#print axioms DiracCoulombLimitCircle.modes_squareIntegrable_iff
#print axioms DiracCoulombLimitCircle.coulomb_threshold
#print axioms DiracCoulombLimitCircle.limit_point
```

```
'DiracCoulombLimitCircle.modes_squareIntegrable_iff' depends on axioms: [propext, Classical.choice, Quot.sound]
'DiracCoulombLimitCircle.coulomb_threshold' depends on axioms: [propext, Classical.choice, Quot.sound]
'DiracCoulombLimitCircle.limit_point' depends on axioms: [propext, Classical.choice, Quot.sound]
```

## Two couplings worked out

Take κ = 1 and the singular mode a = 0, b = 1.

For v = 3/5, s = 4/5. The components are (12/5) r^(−4/5) and (4/5) r^(−4/5), with density (32/5) r^(−8/5). Its integral from ε to 1 is (32/3)(ε^(−3/5) − 1), which diverges as ε → 0.

For v = 12/13, s = 5/13. The components are (30/13) r^(−5/13) and (20/13) r^(−5/13), with density (100/13) r^(−10/13). Its integral over (0,1) is 100/3.

## Starting an outward integration

A radial Dirac solver for a point nucleus can start at a small radius on the r^s mode, with the leading ratio

g/f = (κ+v+s)/(κ+v−s).

For κ = 1 and v = 3/5 this ratio is 3. Below the threshold, square integrability already requires this mode in the leading equations. Above it, choosing the same ratio is a boundary condition that the program imposes. A nucleus of finite size with a bounded potential removes the 1/r singularity, and the starting values then come from the interior solution.
